# Random forward or reversed ordering within Trotter steps gives a second-order mean propagator

## Steps, orderings and norm

Let \(A_1,\dots,A_m\) be complex square matrices of the same finite size, with sum \(S\). Define

\[
F(t)=e^{tA_1}\cdots e^{tA_m},\qquad R(t)=e^{tA_m}\cdots e^{tA_1},\qquad M(t)=\tfrac12\bigl(F(t)+R(t)\bigr).
\]

The norm is the operator norm, the largest singular value. The parameter \(t\) is complex with \(|t|\le1\). For a Hamiltonian \(H=\sum_i H_i\) and \(A_i=-H_i\), positive \(t\) is imaginary time and \(t=i\tau\) is real time. A longer time is reached by rescaling the \(A_i\), which changes the constant below.

## The time-step error of the mean

At each of \(n\) steps, a fair coin chooses \(F(t/n)\) or \(R(t/n)\), independently of the other steps. For given matrices there is a constant \(C\) such that, for all \(n\ge1\) and \(|t|\le1\), the mean of the resulting product differs from \(e^{tS}\) by at most \(C/n^2\).

Suppose that an unconstrained auxiliary-field Monte Carlo calculation in a finite basis orders the factors within each step by such coin tosses, and that averaging over independent fields gives each exponential factor exactly. Then this bounds the time-step bias of the averaged propagator. It does not bound the spread of individual products, or the bias of estimators that are nonlinear in the propagator.

## Why the quadratic terms agree

Let \(E(s)=e^{sA}\), so \(E'=EA\), and let \(K\) bound \(\|EA\|\) on the unit disc. Integrating three times gives

\[
\|E-1\|\le K|s|,\quad \|E-1-sA\|\le K\|A\||s|^2,\quad \|E-1-sA-\tfrac12s^2A^2\|\le K\|A\|^2|s|^3.
\]

Such expansions multiply:

\[
(1+sa+s^2b)(1+sa'+s^2b')=1+s(a+a')+s^2(b+aa'+b')+O(s^3).
\]

The list is now built up one matrix at a time, and \(F\), \(R\) and \(S\) refer to the part built so far. Suppose \(F\) and \(R\) have linear term \(S\) and quadratic terms \(b,b'\) with \(b+b'=S^2\). This holds for the empty list, where \(F=R=1\) and \(S=0\). Putting a new matrix \(A\) first turns \(F\) into \(e^{sA}F\) and \(R\) into \(Re^{sA}\). The new quadratic terms add up to

\[
(\tfrac12A^2+AS+b)+(b'+SA+\tfrac12A^2)=(A+S)^2.
\]

Hence, for the full list, \(M(s)=1+sS+\tfrac12s^2S^2+O(s^3)\), which agrees with \(e^{sS}\) through second order.

## From one step to n steps

Set \(X=M(t/n)\) and \(Y=e^{tS/n}\). For suitable constants \(c,K\), now independent of \(n\) and \(t\), \(\|X-Y\|\le c/n^3\), and both matrices lie within \(K/n\) of the identity. From

\[
X^{k+1}-Y^{k+1}=X^k(X-Y)+(X^k-Y^k)Y,\qquad \|X^k\|\le(1+K/n)^k,
\]

induction on \(k\) gives

\[
\|X^n-Y^n\|\le n(1+K/n)^n\frac{c}{n^3}\le\frac{e^Kc}{n^2}.
\]

Finally, expanding \(\bigl((F+R)/2\bigr)^n\) without commuting factors produces each of the \(2^n\) ordered products once, with weight \(2^{-n}\). The mean over coin tosses is therefore \(M(t/n)^n\).

## One and two matrices

For \(m=1\), \(F=R=e^{tA_1}\) and the error vanishes. For \(m=2\), \(F\) differs from \(e^{sS}\) at second order by \(\tfrac12s^2[A_1,A_2]\), and \(R\) by the opposite term, so the mean removes both.

## The statement in Lean

The matrices form a list `L`, and `L.sum` is \(S\). The functions `forwardStep`, `backwardStep` and `meanStep` are \(F\), \(R\) and \(M\). In `random_ordering_second_order`, `σ : Fin n → Bool` is a sequence of coin tosses, with true meaning forward, and `List.ofFn` keeps the steps in order. `C` is chosen after `L` but before `n` and `t`. No Hermiticity is assumed; unbounded operators lie beyond the finite matrix type.

```lean
import Mathlib

open scoped Matrix.Norms.L2Operator

namespace RandomOrderTrotter

noncomputable section

variable {𝔸 : Type*} [NormedRing 𝔸] [NormedAlgebra ℂ 𝔸]

/-- The step `f` equals `1 + s a + s² b` up to an error of order `|s|³`, uniformly for
complex `s` with `|s| ≤ 1`. -/
def SecondOrder (f : ℂ → 𝔸) (a b : 𝔸) : Prop :=
  ∃ C : ℝ, ∀ s : ℂ, ‖s‖ ≤ 1 → ‖f s - (1 + s • a + s ^ 2 • b)‖ ≤ C * ‖s‖ ^ 3

/-- If `f` vanishes at zero and its derivative is at most `K |s|^k` on the unit disc, then `f`
is at most `K |s|^(k+1)` there. -/
theorem norm_le_of_deriv {f f' : ℂ → 𝔸} {K : ℝ} {k : ℕ} (h0 : f 0 = 0)
    (hf : ∀ s, HasDerivAt f (f' s) s) (hb : ∀ s, ‖s‖ ≤ 1 → ‖f' s‖ ≤ K * ‖s‖ ^ k) :
    ∀ s, ‖s‖ ≤ 1 → ‖f s‖ ≤ K * ‖s‖ ^ (k + 1) := by
  intro s hs
  have hK : 0 ≤ K := by simpa using (norm_nonneg _).trans (hb 1 (by simp))
  have h := Convex.norm_image_sub_le_of_norm_hasDerivWithin_le
    (f := f) (f' := f') (C := K * ‖s‖ ^ k) (s := Metric.closedBall (0 : ℂ) ‖s‖)
    (x := 0) (y := s) (fun x _ => (hf x).hasDerivWithinAt)
    (fun x hx => by
      have hx' : ‖x‖ ≤ ‖s‖ := by simpa using hx
      refine (hb x (hx'.trans hs)).trans ?_
      gcongr)
    (convex_closedBall _ _) (by simp) (by simp)
  rw [h0, sub_zero, sub_zero] at h
  rw [pow_succ, ← mul_assoc]
  exact h

/-- A solution of `dE/ds = E A` with `E(0) = 1` has the expansion `1 + s A + s² A²/2` up to an error
of order `|s|³`, uniformly for `|s| ≤ 1`. -/
theorem secondOrder_of_evolution {E : ℂ → 𝔸} {A : 𝔸} (h0 : E 0 = 1)
    (hE : ∀ s, HasDerivAt E (E s * A) s) : SecondOrder E A ((1 / 2 : ℂ) • (A * A)) := by
  have hc : Continuous E := continuous_iff_continuousAt.2 fun s => (hE s).continuousAt
  obtain ⟨K, hK⟩ := (isCompact_closedBall (0 : ℂ) 1).exists_bound_of_continuousOn
    (hc.mul continuous_const : Continuous fun s => E s * A).continuousOn
  -- integrate the equation of motion three times
  have h1 := norm_le_of_deriv (f := fun s => E s - 1) (f' := fun s => E s * A) (K := K) (k := 0)
    (by simp [h0]) (fun s => (hE s).sub_const 1)
    (fun s hs => by simpa using hK s (by simpa using hs))
  have d2 : ∀ s, HasDerivAt (fun s => E s - 1 - s • A) ((E s - 1) * A) s := fun s =>
    (((hE s).sub_const 1).fun_sub ((hasDerivAt_id' s).smul_const A)).congr_deriv
      (by simp [sub_mul])
  have h2 := norm_le_of_deriv (K := K * ‖A‖) (k := 1) (by simp [h0]) d2 (fun s hs => by
    have h := mul_le_mul_of_nonneg_right (h1 s hs) (norm_nonneg A)
    refine (norm_mul_le _ _).trans (h.trans (le_of_eq ?_))
    ring)
  have d3 : ∀ s, HasDerivAt (fun s => E s - 1 - s • A - s ^ 2 • ((1 / 2 : ℂ) • (A * A)))
      ((E s - 1 - s • A) * A) s := fun s => by
    have hsq : HasDerivAt (fun s : ℂ => s ^ 2) (2 * s) s := by simpa using hasDerivAt_pow 2 s
    refine ((d2 s).fun_sub (hsq.smul_const ((1 / 2 : ℂ) • (A * A)))).congr_deriv ?_
    simp only [sub_mul, one_mul, smul_mul_assoc]
    module
  have h3 := norm_le_of_deriv (K := K * ‖A‖ * ‖A‖) (k := 2) (by simp [h0]) d3 (fun s hs => by
    have h := mul_le_mul_of_nonneg_right (h2 s hs) (norm_nonneg A)
    refine (norm_mul_le _ _).trans (h.trans (le_of_eq ?_))
    ring)
  refine ⟨K * ‖A‖ * ‖A‖, fun s hs => ?_⟩
  have e : E s - (1 + s • A + s ^ 2 • ((1 / 2 : ℂ) • (A * A)))
      = E s - 1 - s • A - s ^ 2 • ((1 / 2 : ℂ) • (A * A)) := by abel
  rw [e]
  exact h3 s hs

/-- Second-order expansions multiply: the linear terms add, and the quadratic term gains the
ordered product of the linear terms. -/
theorem SecondOrder.mul {f g : ℂ → 𝔸} {a b a' b' : 𝔸} (hf : SecondOrder f a b)
    (hg : SecondOrder g a' b') :
    SecondOrder (fun s => f s * g s) (a + a') (b + a * a' + b') := by
  obtain ⟨C, hC⟩ := hf
  obtain ⟨D, hD⟩ := hg
  have hC0 : 0 ≤ C := by simpa using (norm_nonneg _).trans (hC 1 (by simp))
  have hD0 : 0 ≤ D := by simpa using (norm_nonneg _).trans (hD 1 (by simp))
  have hp : ∀ (x y : 𝔸) (s : ℂ), ‖s‖ ≤ 1 →
      ‖1 + s • x + s ^ 2 • y‖ ≤ ‖(1 : 𝔸)‖ + ‖x‖ + ‖y‖ := fun x y s hs => by
    refine norm_add_le_of_le (norm_add_le_of_le le_rfl ?_) ?_
    · rw [norm_smul]
      exact mul_le_of_le_one_left (norm_nonneg _) hs
    · rw [norm_smul, norm_pow]
      exact mul_le_of_le_one_left (norm_nonneg _) (pow_le_one₀ (norm_nonneg _) hs)
  refine ⟨C * (D + (‖(1 : 𝔸)‖ + ‖a'‖ + ‖b'‖)) + (‖(1 : 𝔸)‖ + ‖a‖ + ‖b‖) * D
    + (‖a * b' + b * a'‖ + ‖b * b'‖), fun s hs => ?_⟩
  have hgs : ‖g s‖ ≤ D + (‖(1 : 𝔸)‖ + ‖a'‖ + ‖b'‖) := by
    have h := norm_add_le_of_le ((hD s hs).trans
      (mul_le_of_le_one_right hD0 (pow_le_one₀ (norm_nonneg _) hs))) (hp a' b' s hs)
    rwa [sub_add_cancel] at h
  have e : f s * g s - (1 + s • (a + a') + s ^ 2 • (b + a * a' + b'))
      = (f s - (1 + s • a + s ^ 2 • b)) * g s
        + (1 + s • a + s ^ 2 • b) * (g s - (1 + s • a' + s ^ 2 • b'))
        + s ^ 3 • (a * b' + b * a' + s • (b * b')) := by
    simp only [mul_add, add_mul, mul_sub, sub_mul, smul_mul_assoc, mul_smul_comm, one_mul, mul_one]
    module
  have h1 := (norm_mul_le (f s - (1 + s • a + s ^ 2 • b)) (g s)).trans
    (mul_le_mul (hC s hs) hgs (norm_nonneg _) (by positivity))
  have h2 := (norm_mul_le (1 + s • a + s ^ 2 • b) (g s - (1 + s • a' + s ^ 2 • b'))).trans
    (mul_le_mul (hp a b s hs) (hD s hs) (norm_nonneg _) (by positivity))
  have h3 : ‖s ^ 3 • (a * b' + b * a' + s • (b * b'))‖
      ≤ ‖s‖ ^ 3 * (‖a * b' + b * a'‖ + ‖b * b'‖) := by
    rw [norm_smul, norm_pow]
    refine mul_le_mul_of_nonneg_left (norm_add_le_of_le le_rfl ?_) (by positivity)
    rw [norm_smul]
    exact mul_le_of_le_one_left (norm_nonneg _) hs
  rw [e]
  exact (norm_add_le_of_le (norm_add_le_of_le h1 h2) h3).trans (le_of_eq (by ring))

omit [NormedAlgebra ℂ 𝔸] in
/-- Error accumulation: if two steps lie within `δ` of the identity and within `ε` of each other,
their `k`-th powers differ by at most `k ‖1‖ (1+δ)^k ε`. -/
theorem norm_pow_sub_pow_le {X Y : 𝔸} {δ ε : ℝ} (hX : ‖X - 1‖ ≤ δ) (hY : ‖Y - 1‖ ≤ δ)
    (h : ‖X - Y‖ ≤ ε) (k : ℕ) :
    ‖X ^ k - Y ^ k‖ ≤ k * (‖(1 : 𝔸)‖ * (1 + δ) ^ k * ε) := by
  have hδ : 0 ≤ δ := (norm_nonneg _).trans hX
  have hε : 0 ≤ ε := (norm_nonneg _).trans h
  -- stability: powers of a near-identity step stay bounded
  have hp : ∀ k : ℕ, ‖X ^ k‖ ≤ ‖(1 : 𝔸)‖ * (1 + δ) ^ k := by
    intro k
    induction k with
    | zero => simp
    | succ k ih =>
      have e : X ^ (k + 1) = X ^ k + X ^ k * (X - 1) := by
        rw [pow_succ, mul_sub, mul_one]
        abel
      have h1 := (norm_mul_le (X ^ k) (X - 1)).trans
        (mul_le_mul_of_nonneg_left hX (norm_nonneg _))
      have h2 := mul_le_mul_of_nonneg_right ih (by positivity : 0 ≤ 1 + δ)
      rw [e]
      refine (norm_add_le_of_le le_rfl h1).trans ?_
      rw [pow_succ]
      linarith
  induction k with
  | zero => simp
  | succ k ih =>
    have e : X ^ (k + 1) - Y ^ (k + 1)
        = X ^ k * (X - Y) + ((X ^ k - Y ^ k) + (X ^ k - Y ^ k) * (Y - 1)) := by
      simp only [pow_succ, mul_sub, sub_mul, mul_one]
      abel
    have h1 := (norm_mul_le (X ^ k) (X - Y)).trans
      (mul_le_mul (hp k) h (norm_nonneg _) (by positivity))
    have h2 := (norm_mul_le (X ^ k - Y ^ k) (Y - 1)).trans
      (mul_le_mul_of_nonneg_left hY (norm_nonneg _))
    have h3 := mul_le_mul_of_nonneg_right ih (by positivity : 0 ≤ 1 + δ)
    have h4 : 0 ≤ ‖(1 : 𝔸)‖ * (1 + δ) ^ k * ε * δ := by positivity
    rw [e]
    refine (norm_add_le_of_le h1 (norm_add_le_of_le le_rfl h2)).trans ?_
    push_cast
    rw [pow_succ]
    linarith

/-- Two steps with the same second-order expansion, each applied `n` times with step `t/n`,
differ by at most `C/n²`, uniformly for `|t| ≤ 1`. -/
theorem global_error {f g : ℂ → 𝔸} {a b : 𝔸} (hf : SecondOrder f a b) (hg : SecondOrder g a b) :
    ∃ C : ℝ, ∀ n : ℕ, 1 ≤ n → ∀ t : ℂ, ‖t‖ ≤ 1 →
      ‖f (t / n) ^ n - g (t / n) ^ n‖ ≤ C / (n : ℝ) ^ 2 := by
  obtain ⟨C, hC⟩ := hf
  obtain ⟨D, hD⟩ := hg
  have hC0 : 0 ≤ C := by simpa using (norm_nonneg _).trans (hC 1 (by simp))
  have hD0 : 0 ≤ D := by simpa using (norm_nonneg _).trans (hD 1 (by simp))
  obtain ⟨K, hKdef⟩ : ∃ K, K = C + D + ‖a‖ + ‖b‖ := ⟨_, rfl⟩
  have hK : 0 ≤ K := by rw [hKdef]; positivity
  have near : ∀ (u : 𝔸) (s : ℂ), ‖s‖ ≤ 1 →
      ‖u - (1 + s • a + s ^ 2 • b)‖ ≤ (C + D) * ‖s‖ ^ 3 → ‖u - 1‖ ≤ K * ‖s‖ := by
    intro u s hs hu
    have e : u - 1 = (u - (1 + s • a + s ^ 2 • b)) + s • a + s ^ 2 • b := by abel
    have h3 := mul_le_mul_of_nonneg_left
      (pow_le_of_le_one (norm_nonneg s) hs (by norm_num : 3 ≠ 0)) (add_nonneg hC0 hD0)
    have h2 := mul_le_mul_of_nonneg_right
      (pow_le_of_le_one (norm_nonneg s) hs (by norm_num : 2 ≠ 0)) (norm_nonneg b)
    rw [e]
    refine (norm_add_le_of_le (norm_add_le_of_le hu (norm_smul_le s a))
      (norm_smul_le (s ^ 2) b)).trans ?_
    rw [norm_pow, hKdef]
    linarith
  refine ⟨‖(1 : 𝔸)‖ * Real.exp K * (C + D), fun n hn t ht => ?_⟩
  have hn1 : (1 : ℝ) ≤ n := by exact_mod_cast hn
  have hn0 : (0 : ℝ) < n := by linarith
  have hs : ‖t / (n : ℂ)‖ ≤ 1 / n := by
    rw [norm_div, Complex.norm_natCast]
    gcongr
  have hs1 : ‖t / (n : ℂ)‖ ≤ 1 := hs.trans ((div_le_one hn0).2 hn1)
  have c0 : 0 ≤ ‖t / (n : ℂ)‖ ^ 3 := by positivity
  have hfs := hC _ hs1
  have hgs := hD _ hs1
  have hX := (near _ _ hs1 (hfs.trans (by nlinarith))).trans (mul_le_mul_of_nonneg_left hs hK)
  have hY := (near _ _ hs1 (hgs.trans (by nlinarith))).trans (mul_le_mul_of_nonneg_left hs hK)
  have hXY : ‖f (t / n) - g (t / n)‖ ≤ (C + D) * (1 / (n : ℝ)) ^ 3 := by
    have h := norm_sub_le_of_le hfs hgs
    rw [sub_sub_sub_cancel_right, ← add_mul] at h
    refine h.trans ?_
    gcongr
  have hexp : (1 + K * (1 / (n : ℝ))) ^ n ≤ Real.exp K := by
    have h1 : 1 + K * (1 / (n : ℝ)) ≤ Real.exp (K * (1 / (n : ℝ))) := by
      linarith [Real.add_one_le_exp (K * (1 / (n : ℝ)))]
    have h2 := pow_le_pow_left₀ (by positivity) h1 n
    rw [← Real.exp_nat_mul] at h2
    have e : (n : ℝ) * (K * (1 / (n : ℝ))) = K := by field_simp
    rwa [e] at h2
  calc ‖f (t / n) ^ n - g (t / n) ^ n‖
      ≤ n * (‖(1 : 𝔸)‖ * (1 + K * (1 / (n : ℝ))) ^ n * ((C + D) * (1 / (n : ℝ)) ^ 3)) :=
        norm_pow_sub_pow_le hX hY hXY n
    _ ≤ n * (‖(1 : 𝔸)‖ * Real.exp K * ((C + D) * (1 / (n : ℝ)) ^ 3)) := by gcongr
    _ = ‖(1 : 𝔸)‖ * Real.exp K * (C + D) / (n : ℝ) ^ 2 := by field_simp

variable {d : Type*} [Fintype d] [DecidableEq d]

/-- The Trotter step: the product of the factors `exp(tA)` in the order of the list. -/
def forwardStep (L : List (Matrix d d ℂ)) (t : ℂ) : Matrix d d ℂ :=
  (L.map fun A => NormedSpace.exp (t • A)).prod

/-- The Trotter step with the factors in reversed order. -/
def backwardStep (L : List (Matrix d d ℂ)) (t : ℂ) : Matrix d d ℂ :=
  forwardStep L.reverse t

/-- The mean of the forward and the backward Trotter step. -/
def meanStep (L : List (Matrix d d ℂ)) (t : ℂ) : Matrix d d ℂ :=
  (1 / 2 : ℂ) • (forwardStep L t + backwardStep L t)

/-- Both orderings have the sum of the matrices as linear term, and their quadratic terms add up
to the square of that sum. -/
theorem forward_backward_expansion (L : List (Matrix d d ℂ)) :
    ∃ b b' : Matrix d d ℂ, SecondOrder (forwardStep L) L.sum b ∧
      SecondOrder (backwardStep L) L.sum b' ∧ b + b' = L.sum * L.sum := by
  induction L with
  | nil =>
    exact ⟨0, 0, ⟨0, fun s _ => by simp [forwardStep]⟩,
      ⟨0, fun s _ => by simp [backwardStep, forwardStep]⟩, by simp⟩
  | cons A L ih =>
    obtain ⟨b, b', hb, hb', hsum⟩ := ih
    have hA : SecondOrder (fun s : ℂ => NormedSpace.exp (s • A)) A ((1 / 2 : ℂ) • (A * A)) :=
      secondOrder_of_evolution (by simp) (fun s => hasDerivAt_exp_smul_const A s)
    have e1 : forwardStep (A :: L) = fun s => NormedSpace.exp (s • A) * forwardStep L s := by
      funext s
      simp [forwardStep]
    have e2 : backwardStep (A :: L) = fun s => backwardStep L s * NormedSpace.exp (s • A) := by
      funext s
      simp [backwardStep, forwardStep]
    have h2 := hb'.mul hA
    rw [add_comm L.sum A] at h2
    rw [e1, e2, List.sum_cons]
    refine ⟨_, _, hA.mul hb, h2, ?_⟩
    -- the cross terms of the two orderings complete the square
    simp only [mul_add, add_mul]
    rw [← hsum]
    module

/-- The mean step has the expansion `1 + s S + s² S²/2` up to an error of order `|s|³`, uniformly
for `|s| ≤ 1`, where `S` is the sum of the matrices. -/
theorem meanStep_expansion (L : List (Matrix d d ℂ)) :
    SecondOrder (meanStep L) L.sum ((1 / 2 : ℂ) • (L.sum * L.sum)) := by
  obtain ⟨b, b', ⟨C, hC⟩, ⟨D, hD⟩, hsum⟩ := forward_backward_expansion L
  refine ⟨(C + D) / 2, fun s hs => ?_⟩
  have e : meanStep L s - (1 + s • L.sum + s ^ 2 • ((1 / 2 : ℂ) • (L.sum * L.sum)))
      = (1 / 2 : ℂ) • ((forwardStep L s - (1 + s • L.sum + s ^ 2 • b))
        + (backwardStep L s - (1 + s • L.sum + s ^ 2 • b'))) := by
    rw [← hsum, meanStep]
    module
  have hn : ‖(1 / 2 : ℂ)‖ = 1 / 2 := by norm_num
  rw [e, norm_smul, hn]
  linarith [norm_add_le_of_le (hC s hs) (hD s hs)]

/-- Using the mean of the two orderings in each of `n` steps reproduces `exp(t S)`, with `S` the
sum of the matrices, up to an error `C/n²` in operator norm, uniformly for complex `|t| ≤ 1`. -/
theorem meanStep_pow_error (L : List (Matrix d d ℂ)) :
    ∃ C : ℝ, ∀ n : ℕ, 1 ≤ n → ∀ t : ℂ, ‖t‖ ≤ 1 →
      ‖meanStep L (t / n) ^ n - NormedSpace.exp (t • L.sum)‖ ≤ C / (n : ℝ) ^ 2 := by
  have hS : SecondOrder (fun s : ℂ => NormedSpace.exp (s • L.sum)) L.sum
      ((1 / 2 : ℂ) • (L.sum * L.sum)) :=
    secondOrder_of_evolution (by simp) (fun s => hasDerivAt_exp_smul_const L.sum s)
  obtain ⟨C, hC⟩ := global_error (meanStep_expansion L) hS
  refine ⟨C, fun n hn t ht => ?_⟩
  have hn0 : (n : ℂ) ≠ 0 := by exact_mod_cast (by omega : n ≠ 0)
  -- n exact steps of length t/n compose to the exact propagator
  have e : NormedSpace.exp ((t / n) • L.sum) ^ n = NormedSpace.exp (t • L.sum) := by
    rw [← Matrix.exp_nsmul, ← Nat.cast_smul_eq_nsmul ℂ, smul_smul, mul_div_cancel₀ _ hn0]
  have h := hC n hn t ht
  simp only [e] at h
  exact h

/-- Averaging the product of `n` steps over all `2^n` independent choices between `F` and `R`
gives the `n`-th power of their mean. -/
theorem average_over_orderings (F R : Matrix d d ℂ) (n : ℕ) :
    (1 / 2 : ℂ) ^ n • ∑ σ : Fin n → Bool, (List.ofFn fun k => if σ k then F else R).prod
      = ((1 / 2 : ℂ) • (F + R)) ^ n := by
  rw [smul_pow]
  congr 1
  induction n with
  | zero => simp
  | succ n ih =>
    -- split off the choice made in the first step
    rw [← (Fin.consEquiv fun _ => Bool).sum_comp, Fintype.sum_prod_type]
    simp [List.ofFn_succ, Fin.consEquiv, ← Finset.mul_sum, ih, pow_succ', add_mul]

/-- Choosing the forward or the backward order at random with equal probability in each of `n`
steps gives a mean propagator within `C/n²` of `exp(t S)`, with `S` the sum of the matrices,
uniformly for complex `|t| ≤ 1`. -/
theorem random_ordering_second_order (L : List (Matrix d d ℂ)) :
    ∃ C : ℝ, ∀ n : ℕ, 1 ≤ n → ∀ t : ℂ, ‖t‖ ≤ 1 →
      ‖(1 / 2 : ℂ) ^ n • ∑ σ : Fin n → Bool,
          (List.ofFn fun k => if σ k then forwardStep L (t / n) else backwardStep L (t / n)).prod
        - NormedSpace.exp (t • L.sum)‖ ≤ C / (n : ℝ) ^ 2 := by
  obtain ⟨C, hC⟩ := meanStep_pow_error L
  refine ⟨C, fun n hn t ht => ?_⟩
  rw [average_over_orderings]
  exact hC n hn t ht

end

end RandomOrderTrotter
```

```lean
#print axioms RandomOrderTrotter.random_ordering_second_order
```

```
'RandomOrderTrotter.random_ordering_second_order' depends on axioms: [propext, Classical.choice, Quot.sound]
```

## How the lemmas fit together

`SecondOrder f a b` expresses the expansion with a uniform cubic remainder. `secondOrder_of_evolution` proves it for the exponential, and `SecondOrder.mul` for products. `forward_backward_expansion` is the induction on the list, where `module` completes the square; `meanStep_expansion` takes the mean.

`norm_pow_sub_pow_le` is the telescoping estimate, and `global_error` inserts the step size. `meanStep_pow_error` identifies \(n\) exact steps with \(e^{tS}\). `average_over_orderings` splits off the first coin toss by induction, and the final theorem rewrites with it.

## The mean value inequality on a disc

The cubic remainder comes from `Convex.norm_image_sub_le_of_norm_hasDerivWithin_le`: on a convex set, a derivative bound times the distance bounds the change of a function. `norm_le_of_deriv` applies it on the disc of radius \(|s|\), where a derivative bounded by \(K|x|^k\) at each point \(x\) is at most \(K|s|^k\). Multiplication by the distance \(|s|\) raises the power by one. This loses the factor \(1/(k+1)\) of direct integration, which affects only the constant, and it works for matrix-valued functions without a Taylor remainder formula.
